# The Boltzmann-averaged phosphorescence rate never rises on cooling if higher sublevels decay no more slowly than lower ones

After a spin-orbit calculation has split the lowest triplet state into sublevels, each with its own energy and decay rate, the rates can be combined into one by a Boltzmann average at the temperature of interest. The reciprocal of that average is the predicted lifetime. For a finite set of sublevels in thermal equilibrium, with energies and rates that don't depend on temperature, the order of the rates can fix the trend: if higher sublevels never decay more slowly, a computed lifetime that shortens on cooling points to an error in the averaging.

## Fixed energies and rates, and fast exchange between sublevels

Label the sublevels by $i$, with energy $E_i$ and decay rate $k_i$, and let $b = 1/(k_\mathrm{B}T)$ be the inverse temperature, where $k_\mathrm{B}$ is Boltzmann's constant and $T$ the temperature. The weights, the partition sum and the thermal mean of a sublevel quantity $f$ are

$$w_i(b) = e^{-bE_i}, \qquad Z(b) = \sum_i w_i(b), \qquad \langle f\rangle_b = \frac{1}{Z(b)}\sum_i f_i\,w_i(b).$$

The mean decay rate is $\langle k\rangle_b$ and the lifetime is $\tau(b) = 1/\langle k\rangle_b$. If the $k_i$ are purely radiative rates, $\tau$ is the radiative lifetime; if they also include nonradiative decay, it is the lifetime of the emission.

These formulas assume that the sublevels exchange population much faster than they decay. This equilibrium is built into the definitions and not derived. When exchange is slow, as it can be at very low temperature, the sublevels decay separately and a single mean rate no longer describes the emission. Rates that themselves change with temperature, as thermally activated nonradiative rates do, also lie beyond the model.

In the Lean file the sublevels are the elements of a finite type `ι`, and `E` and `k` are real-valued functions on it.

```lean
import Mathlib

open Finset

namespace PhosphorescenceSublevels

noncomputable section

variable {ι : Type*} [Fintype ι]
```

The weight $w_i(b)$ is `boltzmannWeight E b i`.

```lean
/-- Boltzmann weight of sublevel `i` at inverse temperature `b`. -/
def boltzmannWeight (E : ι → ℝ) (b : ℝ) (i : ι) : ℝ := Real.exp (-b * E i)
```

Its sum over all sublevels is $Z(b)$.

```lean
/-- Partition sum of the sublevels at inverse temperature `b`. -/
def partitionSum (E : ι → ℝ) (b : ℝ) : ℝ := ∑ i, boltzmannWeight E b i
```

The mean $\langle f\rangle_b$ is defined for any sublevel quantity, so that the same definition serves for rates and energies.

```lean
/-- Boltzmann-weighted mean of a sublevel quantity `f`, for at least one sublevel.
With `f` the decay rates it is the mean decay rate. -/
def thermalMean (E f : ι → ℝ) (b : ℝ) : ℝ :=
  (∑ i, f i * boltzmannWeight E b i) / partitionSum E b
```

The lifetime is the reciprocal of the mean rate.

```lean
/-- Lifetime of the thermalised sublevels, the reciprocal of the mean decay rate,
where that rate is nonzero. -/
def lifetime (E k : ι → ℝ) (b : ℝ) : ℝ := 1 / thermalMean E k b
```

## At least one sublevel

An average needs something to average over. By hand, this is used whenever an inequality is multiplied or divided by $Z(b)$, which is positive because it is a nonempty sum of exponentials. Without any sublevel, $Z(b)$ is zero and the mean has no physical meaning.

In Lean the condition is `[Nonempty ι]`. Theorems that name a particular sublevel obtain it from that sublevel.

```lean
/-- The partition sum of at least one sublevel is positive. -/
theorem partitionSum_pos [Nonempty ι] (E : ι → ℝ) (b : ℝ) : 0 < partitionSum E b :=
  Finset.sum_pos (fun _ _ => Real.exp_pos _) Finset.univ_nonempty
```

## Higher sublevels never decay more slowly

The main hypothesis is that $E_i < E_j$ implies $k_i \le k_j$. Physically, each sublevel decays at least as fast as every sublevel of lower energy. Degenerate sublevels may have different rates.

To compare two inverse temperatures $b \le c$, put the two means over a common denominator:

$$\langle k\rangle_b - \langle k\rangle_c = \frac{N}{Z(b)Z(c)}, \qquad N = \sum_{i,j} k_i A_{ij}, \qquad A_{ij} = w_i(b)w_j(c) - w_i(c)w_j(b).$$

Exchanging $i$ and $j$ changes the sign of $A_{ij}$. Hence $N$ also equals $-\sum_{i,j} k_j A_{ij}$, and adding the two forms gives

$$2N = \sum_{i,j} (k_i - k_j)A_{ij}.$$

The lemma `two_mul_cross_difference` is this identity for arbitrary weights `u` and `v`. Its proof expands each pair term into four products, separates the double sums into products of single sums, and collects them with `ring`.

```lean
/-- The cross-multiplied difference of two weighted means, doubled, is a sum over pairs
of sublevels. -/
theorem two_mul_cross_difference (k u v : ι → ℝ) :
    2 * ((∑ i, k i * u i) * (∑ j, v j) - (∑ i, k i * v i) * (∑ j, u j)) =
      ∑ i, ∑ j, (k i - k j) * (u i * v j - v i * u j) := by
  have h : ∀ i j, (k i - k j) * (u i * v j - v i * u j) =
      (k i * u i) * v j - (k i * v i) * u j - u i * (k j * v j) + v i * (k j * u j) := by
    intro i j
    ring
  simp only [h, Finset.sum_add_distrib, Finset.sum_sub_distrib, ← Finset.mul_sum,
    ← Finset.sum_mul]
  ring
```

The ordering now fixes the sign of every pair term. The two products in $A_{ij}$ have the ratio

$$\frac{w_i(b)w_j(c)}{w_i(c)w_j(b)} = e^{(c-b)(E_i-E_j)}.$$

If $E_i < E_j$, the ratio is at most one, so $A_{ij} \le 0$; the hypothesis gives $k_i - k_j \le 0$, and the product is nonnegative. If $E_i > E_j$, both factors are nonnegative. If $E_i = E_j$, then $A_{ij} = 0$ whatever the rates are.

The lemma `pair_nonneg` follows these three cases through `lt_trichotomy`. It merges each product of exponentials into one and compares the exponents, whose difference is $(c-b)(E_i-E_j)$.

```lean
omit [Fintype ι] in
/-- If higher sublevels never decay more slowly than lower ones, every pair of sublevels
contributes a nonnegative term when the inverse temperature is raised from `b` to `c`. -/
theorem pair_nonneg (E k : ι → ℝ) (h : ∀ i j, E i < E j → k i ≤ k j) {b c : ℝ}
    (hbc : b ≤ c) (i j : ι) :
    0 ≤ (k i - k j) * (boltzmannWeight E b i * boltzmannWeight E c j -
      boltzmannWeight E c i * boltzmannWeight E b j) := by
  unfold boltzmannWeight
  rw [← Real.exp_add, ← Real.exp_add]
  rcases lt_trichotomy (E i) (E j) with hij | hij | hij
  · -- both factors are nonpositive
    have h2 : Real.exp (-b * E i + -c * E j) ≤ Real.exp (-c * E i + -b * E j) :=
      Real.exp_le_exp.2 (by
        nlinarith [mul_nonneg (sub_nonneg.2 hbc) (sub_nonneg.2 hij.le)])
    nlinarith [mul_nonneg (sub_nonneg.2 (h i j hij)) (sub_nonneg.2 h2)]
  · -- degenerate sublevels contribute nothing
    exact le_of_eq (by rw [hij, add_comm (-b * E j), sub_self, mul_zero])
  · -- both factors are nonnegative
    have h2 : Real.exp (-c * E i + -b * E j) ≤ Real.exp (-b * E i + -c * E j) :=
      Real.exp_le_exp.2 (by
        nlinarith [mul_nonneg (sub_nonneg.2 hbc) (sub_nonneg.2 hij.le)])
    exact mul_nonneg (sub_nonneg.2 (h j i hij)) (sub_nonneg.2 h2)
```

All pair terms are nonnegative, so $N \ge 0$ and $\langle k\rangle_c \le \langle k\rangle_b$. At $b = 0$ every weight is one, and with $n$ sublevels

$$\langle k\rangle_0 = \frac{1}{n}\sum_i k_i.$$

This is the high-temperature limit, approached when the splittings are small compared with $k_\mathrm{B}T$.

The theorem states both results. `Antitone (thermalMean E k)` says that the mean rate is nonincreasing in $b$ over the whole real line, which includes the physical range $b \ge 0$. In the proof, `div_le_div_iff₀` cross-multiplies by the positive partition sums, `h2` is the pair identity, `h3` says that the double sum is nonnegative, and `linarith` combines them. The value at zero follows by simplification.

```lean
/-- If higher sublevels never decay more slowly than lower ones, the mean decay rate is
nonincreasing in inverse temperature, and at inverse temperature zero it is the plain
average of the rates. -/
theorem meanRate_antitone_and_average [Nonempty ι] (E k : ι → ℝ)
    (h : ∀ i j, E i < E j → k i ≤ k j) :
    Antitone (thermalMean E k) ∧
      thermalMean E k 0 = (∑ i, k i) / (Fintype.card ι : ℝ) := by
  constructor
  · intro b c hbc
    unfold thermalMean
    rw [div_le_div_iff₀ (partitionSum_pos E c) (partitionSum_pos E b)]
    have h2 := two_mul_cross_difference k (boltzmannWeight E b) (boltzmannWeight E c)
    have h3 := Finset.sum_nonneg fun i (_ : i ∈ (univ : Finset ι)) =>
      Finset.sum_nonneg fun j (_ : j ∈ (univ : Finset ι)) => pair_nonneg E k h hbc i j
    unfold partitionSum
    linarith
  · simp [thermalMean, partitionSum, boltzmannWeight]
```

If the ordering fails, the trend can reverse. With two sublevels of different energy, the upper one decaying more slowly, cooling moves population into the faster sublevel and the mean rate rises. With more sublevels a violation need not have this effect. For energies $0, 1, 2, 3$ and rates $0, 5, 4, 10$, the middle pair is out of order, yet the mean rate still falls on cooling, because the outer pair outweighs it at every temperature. The ordering is therefore sufficient but not necessary.

## A higher sublevel that is strictly faster

Suppose in addition that some pair has $E_i < E_j$ and $k_i < k_j$. For $b < c$, both factors of its term $(k_i-k_j)A_{ij}$ are then strictly negative. The term is positive, no other term is negative, and so $N > 0$: the mean rate strictly decreases with $b$.

The Lean proof establishes this one positive term as `hp`. It then applies `Finset.sum_pos'`, which makes a sum positive when all its terms are nonnegative and one is positive, first to the inner sum and then to the outer one.

```lean
/-- If higher sublevels never decay more slowly than lower ones, and some sublevel `j` lies
above and decays faster than a sublevel `i`, the mean decay rate strictly decreases with
inverse temperature. -/
theorem meanRate_strictAnti (E k : ι → ℝ) (h : ∀ i j, E i < E j → k i ≤ k j)
    {i j : ι} (hE : E i < E j) (hk : k i < k j) : StrictAnti (thermalMean E k) := by
  intro b c hbc
  have : Nonempty ι := ⟨i⟩
  unfold thermalMean
  rw [div_lt_div_iff₀ (partitionSum_pos E c) (partitionSum_pos E b)]
  have h2 := two_mul_cross_difference k (boltzmannWeight E b) (boltzmannWeight E c)
  -- the pair (i, j) contributes a strictly positive term
  have hp : 0 < (k i - k j) * (boltzmannWeight E b i * boltzmannWeight E c j -
      boltzmannWeight E c i * boltzmannWeight E b j) := by
    unfold boltzmannWeight
    rw [← Real.exp_add, ← Real.exp_add]
    have h4 : Real.exp (-b * E i + -c * E j) < Real.exp (-c * E i + -b * E j) :=
      Real.exp_lt_exp.2 (by nlinarith [mul_pos (sub_pos.2 hbc) (sub_pos.2 hE)])
    nlinarith [mul_pos (sub_pos.2 hk) (sub_pos.2 h4)]
  have h3 := Finset.sum_pos'
    (fun a (_ : a ∈ (univ : Finset ι)) => Finset.sum_nonneg
      fun d (_ : d ∈ (univ : Finset ι)) => pair_nonneg E k h hbc.le a d)
    ⟨i, Finset.mem_univ i, Finset.sum_pos'
      (fun d (_ : d ∈ (univ : Finset ι)) => pair_nonneg E k h hbc.le i d)
      ⟨j, Finset.mem_univ j, hp⟩⟩
  unfold partitionSum
  linarith
```

If the ordering holds but there is no such pair, sublevels of different energy all have equal rates. Every pair term is then zero, and the mean rate doesn't depend on temperature.

## Nonnegative rates, at least one of them positive

Passing from the rate to the lifetime means taking a reciprocal, which reverses an inequality between positive numbers. This step applies when the mean rate is positive. For that it is enough that no rate is negative and that some sublevel $m$ has $k_m > 0$, since then $\sum_i k_i w_i(b) \ge k_m w_m(b) > 0$. Other sublevels may have rate zero.

```lean
/-- If no rate is negative and at least one sublevel has a positive rate, the mean decay rate is
positive. -/
theorem meanRate_pos (E k : ι → ℝ) (hk : ∀ i, 0 ≤ k i) {m : ι} (hm : 0 < k m) (b : ℝ) :
    0 < thermalMean E k b := by
  have : Nonempty ι := ⟨m⟩
  exact div_pos (Finset.sum_pos' (fun i _ => mul_nonneg (hk i) (Real.exp_pos _).le)
    ⟨m, Finset.mem_univ m, mul_pos hm (Real.exp_pos _)⟩) (partitionSum_pos E b)
```

For $b \le c$, the inequality $0 < \langle k\rangle_c \le \langle k\rangle_b$ gives $\tau(b) \le \tau(c)$. In Lean this is `one_div_le_one_div_of_le`, applied to the positive mean rate and the first half of the main theorem.

```lean
/-- Cooling never shortens the lifetime if higher sublevels never decay more slowly than
lower ones, no rate is negative and at least one sublevel has a positive rate. -/
theorem lifetime_monotone (E k : ι → ℝ) (h : ∀ i j, E i < E j → k i ≤ k j)
    (hk : ∀ i, 0 ≤ k i) {m : ι} (hm : 0 < k m) : Monotone (lifetime E k) := by
  intro b c hbc
  have : Nonempty ι := ⟨m⟩
  exact one_div_le_one_div_of_le (meanRate_pos E k hk hm c)
    ((meanRate_antitone_and_average E k h).1 hbc)
```

With a strictly faster higher sublevel the lifetime strictly increases with $b$. No separate sublevel with a positive rate has to be named here, because $0 \le k_i < k_j$ already makes $k_j$ positive.

```lean
/-- Cooling strictly lengthens the lifetime if higher sublevels never decay more slowly than
lower ones, no rate is negative, and some sublevel `j` lies above and decays faster than a
sublevel `i`. -/
theorem lifetime_strictMono (E k : ι → ℝ) (h : ∀ i j, E i < E j → k i ≤ k j)
    (hk : ∀ i, 0 ≤ k i) {i j : ι} (hE : E i < E j) (hij : k i < k j) :
    StrictMono (lifetime E k) := by
  intro b c hbc
  exact one_div_lt_one_div_of_lt (meanRate_pos E k hk ((hk i).trans_lt hij) c)
    (meanRate_strictAnti E k h hE hij hbc)
```

If negative rates were admitted, the mean rate could change sign and the lifetime could lose its monotonicity. For example, energies $0, 1$ and rates $-1, 2$ respect the ordering, but the mean rate is $1/2$ at $b = 0$ and tends to $-1$ as $b$ grows, so the reciprocal is $2$ at $b = 0$ but negative at large $b$. If all rates are zero, nothing decays and the physical lifetime is infinite, whereas Lean's convention for division by zero would return zero.

## The slope when the rates have any order

The formula for the local change with inverse temperature holds for any nonempty finite set of sublevels, whatever the order of their rates. Since $w_i'(b) = -E_i w_i(b)$, the numerator of $\langle f\rangle_b$ has derivative $-\sum_i f_iE_iw_i(b)$, and $Z'(b) = -\sum_i E_iw_i(b)$. The quotient rule gives

$$\frac{d}{db}\langle f\rangle_b = -\bigl(\langle fE\rangle_b - \langle f\rangle_b\langle E\rangle_b\bigr),$$

which is minus the thermal covariance of $f$ with the energy. For $f = k$, the slope of the mean rate in $b$ is negative exactly when this covariance is positive, and the mean rate then falls locally on cooling.

In the proof `hw`, `hN` and `hZ` are the derivatives of a weight, the numerator and the partition sum. The quotient rule is `fun_div`, and `field_simp` with `ring` brings its result into covariance form.

```lean
/-- The slope of a thermal mean in inverse temperature is minus the thermal covariance of the
averaged quantity with the energy. -/
theorem hasDerivAt_thermalMean [Nonempty ι] (E f : ι → ℝ) (b : ℝ) :
    HasDerivAt (fun x => thermalMean E f x)
      (-(thermalMean E (fun i => f i * E i) b - thermalMean E f b * thermalMean E E b)) b := by
  have hw : ∀ i, HasDerivAt (fun x => boltzmannWeight E x i)
      (boltzmannWeight E b i * -E i) b := by
    intro i
    have h1 : HasDerivAt (fun x : ℝ => -x * E i) (-E i) b :=
      ((hasDerivAt_id' b).fun_neg.mul_const (E i)).congr_deriv (by ring)
    exact h1.exp
  -- derivatives of the numerator and of the partition sum
  have hN : HasDerivAt (fun x => ∑ i, f i * boltzmannWeight E x i)
      (-∑ i, f i * E i * boltzmannWeight E b i) b := by
    refine (HasDerivAt.fun_sum fun i _ => (hw i).const_mul (f i)).congr_deriv ?_
    rw [← Finset.sum_neg_distrib]
    exact Finset.sum_congr rfl fun i _ => by ring
  have hZ : HasDerivAt (fun x => partitionSum E x)
      (-∑ i, E i * boltzmannWeight E b i) b := by
    refine (HasDerivAt.fun_sum fun i _ => hw i).congr_deriv ?_
    rw [← Finset.sum_neg_distrib]
    exact Finset.sum_congr rfl fun i _ => by ring
  have hne : partitionSum E b ≠ 0 := (partitionSum_pos E b).ne'
  refine (hN.fun_div hZ hne).congr_deriv ?_
  simp only [thermalMean]
  field_simp
  ring

end

end PhosphorescenceSublevels
```

```lean
#print axioms PhosphorescenceSublevels.meanRate_antitone_and_average
#print axioms PhosphorescenceSublevels.lifetime_monotone
#print axioms PhosphorescenceSublevels.lifetime_strictMono
#print axioms PhosphorescenceSublevels.hasDerivAt_thermalMean
```

```
'PhosphorescenceSublevels.meanRate_antitone_and_average' depends on axioms: [propext, Classical.choice, Quot.sound]
'PhosphorescenceSublevels.lifetime_monotone' depends on axioms: [propext, Classical.choice, Quot.sound]
'PhosphorescenceSublevels.lifetime_strictMono' depends on axioms: [propext, Classical.choice, Quot.sound]
'PhosphorescenceSublevels.hasDerivAt_thermalMean' depends on axioms: [propext, Classical.choice, Quot.sound]
```

## Three sublevels with rates in the ratio 1 : 2 : 6

Take energies $0, \Delta, 2\Delta$ with $\Delta > 0$, and rates $\kappa, 2\kappa, 6\kappa$ with $\kappa > 0$. At $b = 0$ the mean rate is $(1+2+6)\kappa/3 = 3\kappa$, and the lifetime is $1/(3\kappa)$.

Now cool until $b\Delta = \ln 2$. The weights are $1, \tfrac12, \tfrac14$, with sum $\tfrac74$, and the mean rate is

$$\frac{1 + 2\cdot\tfrac12 + 6\cdot\tfrac14}{\tfrac74}\,\kappa = \frac{7/2}{7/4}\,\kappa = 2\kappa.$$

The lifetime has grown to $1/(2\kappa)$, half as long again.

The slope at $b = 0$ follows from the covariance. There $\langle kE\rangle_0 = (0+2+12)\kappa\Delta/3 = \tfrac{14}{3}\kappa\Delta$ and $\langle k\rangle_0\langle E\rangle_0 = 3\kappa\Delta$, so the mean rate starts to fall with slope $-\tfrac53\kappa\Delta$.
